# For a displacement uniform about a node T = c x^(2n), the arithmetic and geometric mean transmissions have ratio e^(2n)/(2n+1)

When the transmission of a molecular junction has been computed for many thermal snapshots, the values are often summarised by a single number. One can average T itself, or average ln T and exponentiate the result. Near a destructive-interference node the two choices give different numbers. For a quadratic node T = c x², with one displacement x spread uniformly over [−w, w] about the node, the linear average is larger by the factor e²/3 ≈ 2.46, whatever the values of c > 0 and w > 0. Within this one-coordinate model, a linear and a logarithmic snapshot average can therefore be converted into each other without knowing the amplitude of the motion.

The calculation below treats nodes of any order n and returns to the quadratic case at the end.

```lean
import Mathlib

open MeasureTheory

namespace TransmissionNodeAveraging

noncomputable section
```

## The node and the two averages

Suppose that the transmission amplitude at a fixed energy vanishes as a xⁿ when a coordinate x passes through the node. The transmission is its squared modulus,

T(x) = c x^(2n), with c = |a|².

For n ≥ 1 the constant c measures how strongly a displacement lifts the transmission away from zero. The order n is a natural number: n = 1 is the quadratic node, and n = 0 is a constant transmission with no node. In Lean, `transmission c n` is this function of x, with c and x real numbers in fixed units.

The power law is taken as exact over the whole interval, with no background from other channels. The bound T ≤ 1 for a single channel is not imposed; a physical choice of parameters would respect it through c w^(2n) ≤ 1.

```lean
/-- Transmission near an interference node of order `n`, at displacement `x` from the node:
`T(x) = c x^(2n)`. -/
def transmission (c : ℝ) (n : ℕ) (x : ℝ) : ℝ := c * x ^ (2 * n)
```

As a simplification (a harmonic coordinate in thermal equilibrium has a Gaussian distribution), thermal motion is represented by a uniform density 1/(2w) on [−w, w]. The snapshot average of a function f is then

⟨f⟩ = (1/(2w)) ∫ f(x) dx, taken from −w to w.

This is the average over the distribution, which a finite set of snapshots only estimates. The definition accepts any real `w`, and the theorems about its value assume w > 0.

```lean
/-- Snapshot average of `f` when the displacement is uniform on `[-w, w]`, for `w > 0` and `f`
integrable on that interval. -/
def linearMean (w : ℝ) (f : ℝ → ℝ) : ℝ := (∫ x in (-w)..w, f x) / (2 * w)
```

The geometric mean is the exponential of the averaged logarithm,

G = exp⟨ln f⟩.

```lean
/-- Geometric mean over snapshots: the exponential of the average of `ln f`, for `w > 0` and
`f` positive almost everywhere with integrable logarithm. -/
def geometricMean (w : ℝ) (f : ℝ → ℝ) : ℝ :=
  Real.exp (linearMean w (fun x => Real.log (f x)))
```

The ratio of the two means will turn out to be

r(n) = e^(2n)/(2n+1),

so this number receives a name of its own. Its first values are r(0) = 1 and r(1) = e²/3.

```lean
/-- The number `e^(2n) / (2n + 1)` attached to a node of order `n`. -/
def averagingFactor (n : ℕ) : ℝ := Real.exp (2 * n) / (2 * n + 1)
```

## The logarithm across the node

For c > 0 and x ≠ 0 both factors of T are nonzero, and the logarithm of the product splits:

ln T(x) = ln c + 2n ln|x|.

The single point x = 0 has zero length and does not affect an integral. The Lean statement accordingly claims the equation for almost every x, written `∀ᵐ x`. In the proof, `h0` records that the complement of the node has full measure, `filter_upwards` restricts attention to x ≠ 0, and the rewriting applies the rules for the logarithm of a product and of a power.

```lean
/-- For `c > 0`, the log-transmission is `ln c + 2n ln |x|` at almost every displacement. -/
theorem log_transmission_ae {c : ℝ} (hc : 0 < c) (n : ℕ) :
    ∀ᵐ x : ℝ, Real.log (transmission c n x) = Real.log c + 2 * (n : ℝ) * Real.log |x| := by
  -- the node itself is a single point, of measure zero
  have h0 : ({0}ᶜ : Set ℝ) ∈ ae (volume : Measure ℝ) :=
    compl_mem_ae_iff.mpr (measure_singleton (0 : ℝ))
  filter_upwards [h0] with x hx
  have hx' : x ≠ 0 := by simpa using hx
  rw [transmission, Real.log_mul hc.ne' (pow_ne_zero _ hx'), Real.log_pow, Real.log_abs,
    Nat.cast_mul, Nat.cast_ofNat]
```

For n > 0 the logarithm tends to −∞ at the node, so its average needs a convergence argument. For 0 < ε < w,

∫ ln x dx from ε to w = (w ln w − w) − (ε ln ε − ε).

As ε → 0 the last bracket vanishes, and the integral has a finite limit. Since ln x keeps one sign near zero, the convergence is absolute. The negative half of the interval behaves in the same way by symmetry.

Lean assigns the value 0 to the integral of a non-integrable function, so integrability is proved separately to make the logarithmic mean a genuine average. The proof takes Mathlib's result that the logarithm is integrable on every bounded interval, multiplies by 2n, adds the constant ln c, and transfers integrability to ln T through the almost-everywhere equality. Mathlib's `Real.log x` equals ln|x| for negative x as well, which is why the code can write `Real.log x` on both sides of the node.

```lean
/-- For `c > 0`, the log-transmission is integrable on the interval between `-w` and `w`, for every
real `w`. -/
theorem log_transmission_integrable {c : ℝ} (hc : 0 < c) (n : ℕ) (w : ℝ) :
    IntervalIntegrable (fun x => Real.log (transmission c n x)) volume (-w) w := by
  have hg : IntervalIntegrable (fun x => Real.log c + 2 * (n : ℝ) * Real.log x)
      volume (-w) w :=
    (continuous_const.intervalIntegrable _ _).add
      (intervalIntegral.intervalIntegrable_log'.const_mul _)
  have h : ∀ᵐ x : ℝ, Real.log c + 2 * (n : ℝ) * Real.log x
      = Real.log (transmission c n x) := by
    filter_upwards [log_transmission_ae hc n] with x hx
    rw [hx, Real.log_abs]
  exact ⟨Integrable.congr hg.1 (ae_restrict_of_ae h),
    Integrable.congr hg.2 (ae_restrict_of_ae h)⟩
```

## The linear mean

The even power integrates directly:

⟨T⟩ = (c/(2w)) · [w^(2n+1) − (−w)^(2n+1)]/(2n+1).

Because 2n+1 is odd, (−w)^(2n+1) = −w^(2n+1). The bracket is therefore 2w^(2n+1), and

⟨T⟩ = c w^(2n)/(2n+1).

In the proof `hodd` is the sign rule for the odd power, `integral_pow` supplies the antiderivative, and `ring` finishes the algebra after the division by 2w has been cleared. No sign condition on c is used here.

```lean
/-- For `w > 0`, the linear snapshot average of the transmission is `c w^(2n) / (2n + 1)`. -/
theorem linearMean_transmission {w : ℝ} (hw : 0 < w) (c : ℝ) (n : ℕ) :
    linearMean w (transmission c n) = c * w ^ (2 * n) / (2 * n + 1) := by
  have hodd : (-w) ^ (2 * n + 1) = -(w ^ (2 * n + 1)) := Odd.neg_pow ⟨n, rfl⟩ w
  have hn : (2 * (n : ℝ) + 1) ≠ 0 := by positivity
  unfold linearMean transmission
  rw [intervalIntegral.integral_const_mul, integral_pow, hodd, Nat.cast_mul, Nat.cast_ofNat,
    div_eq_iff (by positivity : 2 * w ≠ 0), pow_succ]
  ring
```

## The logarithmic mean

The constant contributes 2w ln c to the integral of ln T. The two halves of the interval contribute equally to the integral of ln|x|, which is 2(w ln w − w). Hence

⟨ln T⟩ = (1/(2w)) · [2w ln c + 2n · 2(w ln w − w)] = ln c + 2n(ln w − 1).

The Lean proof first replaces ln T under the integral by its split form, using the almost-everywhere equality. It then integrates the two terms separately, with `integral_log` for the second. That formula produces a term in ln(−w), which `Real.log_neg_eq_log` turns into ln w.

```lean
/-- For `c, w > 0`, the snapshot average of the log-transmission is `ln c + 2n (ln w - 1)`. -/
theorem linearMean_log_transmission {c w : ℝ} (hc : 0 < c) (hw : 0 < w) (n : ℕ) :
    linearMean w (fun x => Real.log (transmission c n x))
      = Real.log c + 2 * n * (Real.log w - 1) := by
  have h : ∫ x in (-w)..w, Real.log (transmission c n x)
      = ∫ x in (-w)..w, (Real.log c + 2 * (n : ℝ) * Real.log x) := by
    apply intervalIntegral.integral_congr_ae
    filter_upwards [log_transmission_ae hc n] with x hx _
    rw [hx, Real.log_abs]
  unfold linearMean
  -- integrate the constant and the logarithm separately
  rw [h, intervalIntegral.integral_add (continuous_const.intervalIntegrable _ _)
      (intervalIntegral.intervalIntegrable_log'.const_mul _),
    intervalIntegral.integral_const, intervalIntegral.integral_const_mul, integral_log,
    Real.log_neg_eq_log, smul_eq_mul, div_eq_iff (by positivity : 2 * w ≠ 0)]
  ring
```

Exponentiating gives

G = exp(ln c + 2n ln w − 2n) = c w^(2n)/e^(2n).

The hypotheses c > 0 and w > 0, already assumed for the logarithmic mean, are used again in exp(ln c) = c and exp(ln w) = w. The auxiliary equation `h` only arranges the exponent so that these rules apply.

```lean
/-- For `c, w > 0`, the geometric mean of the transmission is `c w^(2n) / e^(2n)`. -/
theorem geometricMean_transmission {c w : ℝ} (hc : 0 < c) (hw : 0 < w) (n : ℕ) :
    geometricMean w (transmission c n) = c * w ^ (2 * n) / Real.exp (2 * n) := by
  have h : Real.log c + 2 * (n : ℝ) * (Real.log w - 1)
      = Real.log c + ((2 * n : ℕ) : ℝ) * Real.log w - 2 * n := by
    push_cast
    ring
  rw [geometricMean, linearMean_log_transmission hc hw, h, Real.exp_sub, Real.exp_add,
    Real.exp_log hc, Real.exp_nat_mul, Real.exp_log hw]
```

The result can also be written as

G = c (w/e)^(2n) = T(w/e).

The geometric mean is thus the transmission of one particular snapshot, displaced by w/e ≈ 0.37 w, and this displacement is the same for every order. The reason is that ⟨ln|x|⟩ = ln w − 1 = ln(w/e), while n only multiplies the logarithm. In Lean, e is `Real.exp 1`, and the proof distributes the power over the quotient w/e.

```lean
/-- For `c, w > 0`, the geometric mean is the transmission at displacement `w / e`,
whatever the order of the node. -/
theorem geometricMean_eq_transmission_at {c w : ℝ} (hc : 0 < c) (hw : 0 < w) (n : ℕ) :
    geometricMean w (transmission c n) = transmission c n (w / Real.exp 1) := by
  have h : ((2 * n : ℕ) : ℝ) * 1 = 2 * n := by simp
  rw [geometricMean_transmission hc hw, transmission, div_pow, ← Real.exp_nat_mul, h,
    mul_div_assoc]
```

## The ratio and its growth with order

Dividing the two means, the common nonzero factor c w^(2n) cancels:

⟨T⟩/G = [c w^(2n)/(2n+1)] · [e^(2n)/(c w^(2n))] = e^(2n)/(2n+1) = r(n).

The proof inserts the two values already found and lets `field_simp` carry out the cancellation, with the nonzero factors supplied beforehand.

The factor has been derived for a pure power law and a uniform distribution centred on the node. For a Gaussian displacement, a node away from the middle of the interval or a residual background transmission, the ratio has to be calculated anew.

```lean
/-- For `c, w > 0`, the linear and geometric means of the transmission differ by the factor
`e^(2n) / (2n + 1)`, which depends only on the order of the node. -/
theorem linearMean_div_geometricMean {c w : ℝ} (hc : 0 < c) (hw : 0 < w) (n : ℕ) :
    linearMean w (transmission c n) / geometricMean w (transmission c n)
      = averagingFactor n := by
  have hn : (2 * (n : ℝ) + 1) ≠ 0 := by positivity
  have he : Real.exp (2 * (n : ℝ)) ≠ 0 := Real.exp_ne_zero _
  have hp : w ^ (2 * n) ≠ 0 := pow_ne_zero _ hw.ne'
  have hc' : c ≠ 0 := hc.ne'
  rw [linearMean_transmission hw, geometricMean_transmission hc hw, averagingFactor]
  field_simp
```

Raising the order by one multiplies r(n) by

r(n+1)/r(n) = e² (2n+1)/(2n+3).

This exceeds 1 if 2n+3 < e²(2n+1). From 1 + y < e^y at y = 2 we have e² > 3, and therefore

e²(2n+1) > 3(2n+1) = 6n+3 ≥ 2n+3.

The Lean statement `StrictMono averagingFactor` says that a larger order always has a larger factor. It is enough to compare neighbouring orders, which is the content of `strictMono_nat_of_lt_succ`. The bound e² > 3 is `h2`, and the inequality 2n+3 < e²(2n+1) is `key`. Since r(0) = 1, the reader can conclude that the geometric mean lies strictly below the linear one whenever n ≥ 1.

```lean
/-- The number `e^(2n) / (2n + 1)` grows strictly with the natural number `n`. -/
theorem averagingFactor_strictMono : StrictMono averagingFactor := by
  apply strictMono_nat_of_lt_succ
  intro n
  have h2 : (2 : ℝ) + 1 < Real.exp 2 := Real.add_one_lt_exp (by norm_num)
  have hn : (0 : ℝ) ≤ n := Nat.cast_nonneg n
  have hs : Real.exp (2 * ((n + 1 : ℕ) : ℝ)) = Real.exp (2 * n) * Real.exp 2 := by
    rw [← Real.exp_add]
    congr 1
    push_cast
    ring
  -- the inequality `2n + 3 < e² (2n + 1)`, from `e² > 3`
  have key : 2 * ((n + 1 : ℕ) : ℝ) + 1 < Real.exp 2 * (2 * n + 1) := by
    push_cast
    nlinarith
  unfold averagingFactor
  rw [hs, div_lt_div_iff₀ (by positivity) (by positivity), mul_assoc]
  exact mul_lt_mul_of_pos_left key (Real.exp_pos _)
```

## The quadratic node

Setting n = 1 gives

⟨T⟩ = c w²/3,

G = c w²/e²,

⟨T⟩/G = e²/3.

The last theorem states these three equations together for the function c x² written out explicitly, under the hypotheses c > 0 and w > 0. Its proof identifies that function with `transmission c 1` and specialises the general results, leaving only numerical simplification.

```lean
/-- Quadratic node `T = c x²` with `c, w > 0`: the linear mean is `c w² / 3`, the geometric
mean is `c w² / e²`, and their ratio is `e² / 3`. -/
theorem quadratic_node {c w : ℝ} (hc : 0 < c) (hw : 0 < w) :
    linearMean w (fun x => c * x ^ 2) = c * w ^ 2 / 3 ∧
    geometricMean w (fun x => c * x ^ 2) = c * w ^ 2 / Real.exp 2 ∧
    linearMean w (fun x => c * x ^ 2) / geometricMean w (fun x => c * x ^ 2)
      = Real.exp 2 / 3 := by
  have h : (fun x : ℝ => c * x ^ 2) = transmission c 1 := by
    funext x
    simp [transmission]
  rw [h]
  refine ⟨?_, ?_, ?_⟩
  · rw [linearMean_transmission hw]
    norm_num
  · rw [geometricMean_transmission hc hw]
    norm_num
  · rw [linearMean_div_geometricMean hc hw, averagingFactor]
    norm_num

end

end TransmissionNodeAveraging
```

```lean
#print axioms TransmissionNodeAveraging.log_transmission_integrable
#print axioms TransmissionNodeAveraging.geometricMean_eq_transmission_at
#print axioms TransmissionNodeAveraging.averagingFactor_strictMono
#print axioms TransmissionNodeAveraging.quadratic_node
```

```
'TransmissionNodeAveraging.log_transmission_integrable' depends on axioms: [propext, Classical.choice, Quot.sound]
'TransmissionNodeAveraging.geometricMean_eq_transmission_at' depends on axioms: [propext, Classical.choice, Quot.sound]
'TransmissionNodeAveraging.averagingFactor_strictMono' depends on axioms: [propext, Classical.choice, Quot.sound]
'TransmissionNodeAveraging.quadratic_node' depends on axioms: [propext, Classical.choice, Quot.sound]
```
